# The recurrence for the Taylor terms of the ring frequency √(4t² + 4tU) about U = 0

The resummed ring frequency is Ω(U) = √(4t² + 4tU), with t and U real, and its Taylor term of order n about U = 0 is the n-th derivative there, divided by n! and multiplied by Uⁿ. The failing declaration, `ringTerm_succ`, states that for t > 0 the term of order n + 1 is the term of order n times (1/2 − n)/(n + 1) · U/t. It holds for every real U and says nothing about whether the series converges. The attempt puts the closed form of the derivatives, `ringFreq_iteratedDeriv`, into both terms, splits off the last factor of the product and of the factorial, and leaves the remaining algebra to `field_simp`.

The first attempt, which Lean rejects:

```lean
import Mathlib

open Filter Topology Finset

namespace RingTermSucc

noncomputable section

/-- The resummed ring frequency `sqrt (4t² + 4tU)`, for `4t² + 4tU ≥ 0`. -/
def ringFreq (t U : ℝ) : ℝ := √(4 * t ^ 2 + 4 * t * U)

/-- The term of order `n` in the Taylor series of the ring frequency about `U = 0`. -/
def ringTerm (t U : ℝ) (n : ℕ) : ℝ :=
  iteratedDeriv n (ringFreq t) 0 / (n.factorial : ℝ) * U ^ n

/-- A function obeying `f' = f / (2(t + x))` on an open set where `t + x ≠ 0` has `n`-th
derivative `(1/2)(1/2 - 1)⋯(1/2 - n + 1) f / (t + x)ⁿ` there. -/
theorem iteratedDeriv_sqrt_law {𝕜 : Type*} [RCLike 𝕜] {f : 𝕜 → 𝕜} {t : 𝕜} {s : Set 𝕜}
    (hs : IsOpen s) (h0 : ∀ x ∈ s, t + x ≠ 0)
    (hf : ∀ x ∈ s, HasDerivAt f (1 / 2 * f x / (t + x)) x) (n : ℕ) :
    ∀ x ∈ s, iteratedDeriv n f x
      = (∏ k ∈ range n, (1 / 2 - (k : 𝕜))) * f x / (t + x) ^ n := by
  induction n with
  | zero => intro x _; simp
  | succ n ih =>
    intro x hx
    have hne := h0 x hx
    have he : iteratedDeriv n f =ᶠ[𝓝 x]
        fun y => (∏ k ∈ range n, (1 / 2 - (k : 𝕜))) * f y / (t + y) ^ n := by
      filter_upwards [hs.mem_nhds hx] with y hy using ih y hy
    have hpow : ∀ m : ℕ, (m : 𝕜) * (t + x) ^ (m - 1) * 1 = m * (t + x) ^ m / (t + x) := by
      intro m
      rw [eq_div_iff hne]
      cases m with
      | zero => simp
      | succ m => simp only [Nat.add_sub_cancel]; ring
    have hp : HasDerivAt (fun y => (t + y) ^ n) (n * (t + x) ^ n / (t + x)) x :=
      (((hasDerivAt_id' x).const_add t).fun_pow n).congr_deriv (hpow n)
    have hd := ((hf x hx).const_mul (∏ k ∈ range n, (1 / 2 - (k : 𝕜)))).fun_div hp
      (pow_ne_zero n hne)
    rw [iteratedDeriv_succ, he.deriv_eq, hd.deriv, prod_range_succ]
    generalize ∏ k ∈ range n, (1 / 2 - (k : 𝕜)) = p
    field_simp
    ring

/-- For `t > 0`, the `n`-th derivative of the ring frequency at `U = 0` is
`(1/2)(1/2 - 1)⋯(1/2 - n + 1) Ω(0) / tⁿ`. -/
theorem ringFreq_iteratedDeriv {t : ℝ} (ht : 0 < t) (n : ℕ) :
    iteratedDeriv n (ringFreq t) 0
      = (∏ k ∈ range n, (1 / 2 - (k : ℝ))) * ringFreq t 0 / (t + 0) ^ n := by
  have hpos : ∀ x ∈ Set.Ioi (-t), 0 < t + x := fun x hx => by
    have := Set.mem_Ioi.mp hx
    linarith
  refine iteratedDeriv_sqrt_law isOpen_Ioi (fun x hx => (hpos x hx).ne') ?_ n 0 (by simpa using ht)
  intro x hx
  have hx' := hpos x hx
  have hg : 0 < 4 * t ^ 2 + 4 * t * x := by nlinarith [mul_pos ht hx']
  have h1 : HasDerivAt (fun y : ℝ => 4 * t ^ 2 + 4 * t * y) (4 * t * 1) x :=
    ((hasDerivAt_id' x).const_mul (4 * t)).const_add (4 * t ^ 2)
  have h2 : HasDerivAt (ringFreq t) (4 * t * 1 / (2 * ringFreq t x)) x := h1.sqrt hg.ne'
  have hr : 0 < ringFreq t x := Real.sqrt_pos.mpr hg
  have hsq : ringFreq t x * ringFreq t x = 4 * t ^ 2 + 4 * t * x := Real.mul_self_sqrt hg.le
  refine h2.congr_deriv ?_
  rw [div_eq_div_iff (by positivity) hx'.ne']
  linear_combination -hsq

/-- For `t > 0`, successive Taylor terms of the ring frequency have the ratio
`(1/2 - n)/(n + 1) · U/t`. -/
theorem ringTerm_succ {t : ℝ} (ht : 0 < t) (U : ℝ) (n : ℕ) :
    ringTerm t U (n + 1) = ringTerm t U n * ((1 / 2 - (n : ℝ)) / (n + 1) * (U / t)) := by
  have hf : (n.factorial : ℝ) ≠ 0 := Nat.cast_ne_zero.mpr n.factorial_ne_zero
  have hn : (n : ℝ) + 1 ≠ 0 := by positivity
  have ht' := ht.ne'
  rw [ringTerm, ringTerm, ringFreq_iteratedDeriv ht, ringFreq_iteratedDeriv ht,
    prod_range_succ, Nat.factorial_succ, add_zero, Nat.cast_mul, Nat.cast_succ]
  generalize ∏ k ∈ range n, (1 / 2 - (k : ℝ)) = p
  field_simp

end

end RingTermSucc
```

Messages:

```
Main.lean:70:87: error: unsolved goals
t : ℝ
ht : 0 < t
U : ℝ
n : ℕ
hf : ↑n.factorial ≠ 0
hn : ↑n + 1 ≠ 0
ht' : t ≠ 0
p : ℝ
⊢ p * (1 - 2 * ↑n) * ringFreq t 0 * U ^ (n + 1) * t ^ n * t = p * (1 - 2 * ↑n) * ringFreq t 0 * t ^ (n + 1) * U ^ n * U
```

Lean accepts the file once it reads:

```diff
@@ -76,4 +76,5 @@
   generalize ∏ k ∈ range n, (1 / 2 - (k : ℝ)) = p
   field_simp
+  ring
 
 end
```

What went wrong. The error, "unsolved goals", means that the proof ended with an equation still to be shown. By then `field_simp` had cleared the denominators, and the equation left is true. Apart from the common factor `p * (1 - 2 * ↑n) * ringFreq t 0`, the left side has `U ^ (n + 1) * t ^ n * t` and the right side has `t ^ (n + 1) * U ^ n * U`. Both are Uⁿ⁺¹tⁿ⁺¹, but each side writes one power whole and the other with a factor split off. `field_simp` did not bring these to a common form, so the two sides did not match and the goal stayed open.

The diff adds `ring` after `field_simp`. `ring` proves identities in commutative rings, and it can add exponents even when they contain a variable such as `n`. It therefore identifies `t ^ n * t` with `t ^ (n + 1)`, and likewise for `U`, which closes the goal.
